# Splitting the one-dimensional ZORA kinetic matrix element into a nonrelativistic part and a weighted correction

If a kinetic matrix element of the zeroth-order regular approximation (ZORA) is integrated numerically as a whole, the quadrature error also falls on its nonrelativistic part, which for many basis functions is known in closed form. In one dimension, for smooth functions, the matrix element is exactly the sum of this part and a correction integral if the potential is smooth and below $2c^2$, with $c$ the speed of light in atomic units, and the function on the left vanishes at both ends of the interval.

```lean
import Mathlib

open MeasureTheory Set

namespace ZoraKineticSplitting

noncomputable section

/-- The ZORA kinetic factor `K = c² / (2c² - v)` at a point where the potential has the
value `v`, for `v ≠ 2c²`. -/
def zoraK (c v : ℝ) : ℝ := c ^ 2 / (2 * c ^ 2 - v)

/-- The weight `v / (4c² - 2v)` of the relativistic correction at a point where the potential
has the value `v`, for `v ≠ 2c²`. -/
def zoraWeight (c v : ℝ) : ℝ := v / (4 * c ^ 2 - 2 * v)

/-- The flux `K g'` of an orbital `g` in the potential `V`, on the region where `V ≠ 2c²`. -/
def zoraFlux (c : ℝ) (V g : ℝ → ℝ) (x : ℝ) : ℝ := zoraK c (V x) * deriv g x

/-- The one-dimensional ZORA kinetic operator `g ↦ -(K g')'`, on the region where
`V ≠ 2c²` and the flux is differentiable. -/
def zoraKinetic (c : ℝ) (V g : ℝ → ℝ) (x : ℝ) : ℝ := -deriv (zoraFlux c V g) x

/-- For a potential value below `2c²`, the ZORA factor is the nonrelativistic `1/2` plus the
correction weight. -/
theorem zoraK_eq_half_add_weight {c v : ℝ} (h : v < 2 * c ^ 2) :
    zoraK c v = 1 / 2 + zoraWeight c v := by
  have h1 : 2 * c ^ 2 - v ≠ 0 := by linarith
  have h2 : 4 * c ^ 2 - 2 * v ≠ 0 := by linarith
  rw [zoraK, zoraWeight, div_add_div _ _ two_ne_zero h2,
    div_eq_div_iff h1 (mul_ne_zero two_ne_zero h2)]
  ring

/-- For `c ≠ 0` and a potential value `v ≤ 0`, the correction weight lies in `(-1/2, 0]` and
its size is at most `|v| / (4c²)`. -/
theorem zoraWeight_bounds {c v : ℝ} (hc : c ≠ 0) (hv : v ≤ 0) :
    -1 / 2 < zoraWeight c v ∧ zoraWeight c v ≤ 0 ∧
      |zoraWeight c v| ≤ |v| / (4 * c ^ 2) := by
  have hc2 : 0 < c ^ 2 := by positivity
  have hd : 0 < 4 * c ^ 2 - 2 * v := by linarith
  unfold zoraWeight
  refine ⟨?_, div_nonpos_of_nonpos_of_nonneg hv hd.le, ?_⟩
  · rw [lt_div_iff₀ hd]
    linarith
  · rw [abs_div, abs_of_pos hd]
    exact div_le_div_of_nonneg_left (abs_nonneg v) (by linarith) (by linarith)

/-- For `c ≠ 0` and every `ε > 0`, some nonpositive potential value has a correction weight below
`-1/2 + ε`. -/
theorem zoraWeight_lower_bound_sharp {c ε : ℝ} (hc : c ≠ 0) (hε : 0 < ε) :
    ∃ v ≤ 0, zoraWeight c v < -1 / 2 + ε := by
  have hc2 : 0 < c ^ 2 := by positivity
  have hq : 0 < c ^ 2 / ε := div_pos hc2 hε
  refine ⟨-(c ^ 2 / ε), by linarith, ?_⟩
  have hs := zoraK_eq_half_add_weight (c := c) (v := -(c ^ 2 / ε)) (by linarith)
  have hK : zoraK c (-(c ^ 2 / ε)) < ε := by
    rw [zoraK, div_lt_iff₀ (by linarith)]
    have he : ε * (c ^ 2 / ε) = c ^ 2 := by field_simp
    have hp := mul_pos hε hc2
    calc c ^ 2 < 2 * (ε * c ^ 2) + ε * (c ^ 2 / ε) := by rw [he]; linarith
      _ = ε * (2 * c ^ 2 - -(c ^ 2 / ε)) := by ring
  linarith

/-- A continuous function times the correction weight is integrable on `[a,b]` if the
potential is continuous and stays below `2c²` there. -/
theorem correction_integrable {a b c : ℝ} {V p : ℝ → ℝ} (hab : a ≤ b)
    (hV : Continuous V) (hp : Continuous p) (hlt : ∀ x ∈ Icc a b, V x < 2 * c ^ 2) :
    IntervalIntegrable (fun x => zoraWeight c (V x) * p x) volume a b := by
  apply ContinuousOn.intervalIntegrable
  rw [uIcc_of_le hab]
  unfold zoraWeight
  refine ContinuousOn.mul (ContinuousOn.div hV.continuousOn (by fun_prop) ?_) hp.continuousOn
  intro x hx
  have := hlt x hx
  linarith

/-- Weak form of the ZORA kinetic operator: for a `C¹` potential below `2c²` on `[a,b]`, a `C¹`
function `f` vanishing at both ends and a `C²` function `g`, the matrix element is
`∫ K f' g'`. -/
theorem zora_weak_form {a b c : ℝ} {V f g : ℝ → ℝ} (hab : a ≤ b)
    (hV : ContDiff ℝ 1 V) (hf : ContDiff ℝ 1 f) (hg : ContDiff ℝ 2 g)
    (hlt : ∀ x ∈ Icc a b, V x < 2 * c ^ 2) (hfa : f a = 0) (hfb : f b = 0) :
    ∫ x in a..b, f x * zoraKinetic c V g x =
      ∫ x in a..b, zoraK c (V x) * (deriv f x * deriv g x) := by
  have hg2 : ContDiff ℝ (1 + 1) g := by rw [one_add_one_eq_two]; exact hg
  have hg' : ContDiff ℝ 1 (deriv g) := (contDiff_succ_iff_deriv.1 hg2).2.2
  -- the flux is C¹ on the open region where V < 2c²
  have hU : IsOpen {x | V x < 2 * c ^ 2} := isOpen_lt hV.continuous continuous_const
  have hF : ContDiffOn ℝ 1 (zoraFlux c V g) {x | V x < 2 * c ^ 2} := by
    unfold zoraFlux zoraK
    refine ContDiffOn.mul (ContDiffOn.div contDiffOn_const
      (contDiffOn_const.sub hV.contDiffOn) ?_) hg'.contDiffOn
    intro x hx
    have hx' : V x < 2 * c ^ 2 := hx
    linarith
  have hF' : IntervalIntegrable (deriv (zoraFlux c V g)) volume a b := by
    apply ContinuousOn.intervalIntegrable
    rw [uIcc_of_le hab]
    exact (hF.continuousOn_deriv_of_isOpen hU (by simp)).mono hlt
  -- integration by parts; the boundary terms vanish with f
  have ibp := intervalIntegral.integral_mul_deriv_eq_deriv_mul (a := a) (b := b)
    (u := f) (v := zoraFlux c V g) (u' := deriv f) (v' := deriv (zoraFlux c V g))
    (fun x _ => (hf.differentiable (by simp) x).hasDerivAt)
    (fun x hx => by
      rw [uIcc_of_le hab] at hx
      exact ((hF.contDiffAt (hU.mem_nhds (hlt x hx))).differentiableAt (by simp)).hasDerivAt)
    ((hf.continuous_deriv (by simp)).intervalIntegrable a b) hF'
  simp only [zoraKinetic, mul_neg, intervalIntegral.integral_neg]
  rw [ibp, hfa, hfb]
  simp only [zero_mul, sub_zero, zero_sub, neg_neg]
  apply intervalIntegral.integral_congr
  intro x _
  simp only [zoraFlux]
  ring

/-- For a `C¹` potential below `2c²` on `[a,b]`, a `C¹` function `f` vanishing at both ends and
a `C²` function `g`, the ZORA kinetic matrix element is the nonrelativistic one plus the
integral of `f' g'` with the weight `V / (4c² - 2V)`. -/
theorem zora_kinetic_splitting {a b c : ℝ} {V f g : ℝ → ℝ} (hab : a ≤ b)
    (hV : ContDiff ℝ 1 V) (hf : ContDiff ℝ 1 f) (hg : ContDiff ℝ 2 g)
    (hlt : ∀ x ∈ Icc a b, V x < 2 * c ^ 2) (hfa : f a = 0) (hfb : f b = 0) :
    ∫ x in a..b, f x * zoraKinetic c V g x =
      (1 / 2) * (∫ x in a..b, deriv f x * deriv g x) +
        ∫ x in a..b, zoraWeight c (V x) * (deriv f x * deriv g x) := by
  have hp : Continuous (fun x => deriv f x * deriv g x) :=
    (hf.continuous_deriv (by simp)).mul (hg.continuous_deriv (by norm_num))
  have hhalf : Continuous (fun x => (1 / 2 : ℝ) * (deriv f x * deriv g x)) :=
    continuous_const.mul hp
  rw [zora_weak_form hab hV hf hg hlt hfa hfb, ← intervalIntegral.integral_const_mul,
    ← intervalIntegral.integral_add (hhalf.intervalIntegrable a b)
      (correction_integrable hab hV.continuous hp hlt)]
  apply intervalIntegral.integral_congr
  intro x hx
  rw [uIcc_of_le hab] at hx
  simp only [zoraK_eq_half_add_weight (hlt x hx)]
  ring

/-- If `c ≠ 0` and the `C¹` potential satisfies `-M ≤ V ≤ 0` on `[a,b]`, then for `f` of class
`C¹` vanishing at both ends and `g` of class `C²` the ZORA kinetic matrix element differs from
the nonrelativistic one by at most `M / (4c²)` times `∫ |f' g'|`. -/
theorem zora_correction_bound {a b c M : ℝ} {V f g : ℝ → ℝ} (hab : a ≤ b) (hc : c ≠ 0)
    (hV : ContDiff ℝ 1 V) (hf : ContDiff ℝ 1 f) (hg : ContDiff ℝ 2 g)
    (hV0 : ∀ x ∈ Icc a b, V x ≤ 0) (hM : ∀ x ∈ Icc a b, -M ≤ V x)
    (hfa : f a = 0) (hfb : f b = 0) :
    |(∫ x in a..b, f x * zoraKinetic c V g x) -
        (1 / 2) * ∫ x in a..b, deriv f x * deriv g x| ≤
      M / (4 * c ^ 2) * ∫ x in a..b, |deriv f x * deriv g x| := by
  have hc2 : 0 < c ^ 2 := by positivity
  have hlt : ∀ x ∈ Icc a b, V x < 2 * c ^ 2 := fun x hx => by linarith [hV0 x hx]
  have hp : Continuous (fun x => deriv f x * deriv g x) :=
    (hf.continuous_deriv (by simp)).mul (hg.continuous_deriv (by norm_num))
  rw [zora_kinetic_splitting hab hV hf hg hlt hfa hfb, add_sub_cancel_left,
    ← intervalIntegral.integral_const_mul]
  refine (intervalIntegral.abs_integral_le_integral_abs hab).trans ?_
  refine intervalIntegral.integral_mono_on hab
    (correction_integrable hab hV.continuous hp hlt).abs
    ((continuous_const.mul hp.abs).intervalIntegrable a b) ?_
  -- pointwise, the weight is at most |V| / (4c²) ≤ M / (4c²)
  intro x hx
  rw [abs_mul]
  refine mul_le_mul_of_nonneg_right ?_ (abs_nonneg _)
  refine (zoraWeight_bounds hc (hV0 x hx)).2.2.trans ?_
  refine div_le_div_of_nonneg_right ?_ (by positivity)
  rw [abs_of_nonpos (hV0 x hx)]
  linarith [hM x hx]

/-- For `c ≠ 0`, a `C¹` potential `V ≤ 0` on `[a,b]` and a `C²` orbital vanishing at both ends, the
ZORA kinetic matrix element of the orbital with itself is nonnegative and at most the
nonrelativistic one. -/
theorem zora_energy_le_nonrelativistic {a b c : ℝ} {V f : ℝ → ℝ} (hab : a ≤ b) (hc : c ≠ 0)
    (hV : ContDiff ℝ 1 V) (hf : ContDiff ℝ 2 f) (hV0 : ∀ x ∈ Icc a b, V x ≤ 0)
    (hfa : f a = 0) (hfb : f b = 0) :
    0 ≤ ∫ x in a..b, f x * zoraKinetic c V f x ∧
      ∫ x in a..b, f x * zoraKinetic c V f x ≤ (1 / 2) * ∫ x in a..b, deriv f x ^ 2 := by
  have hc2 : 0 < c ^ 2 := by positivity
  have hlt : ∀ x ∈ Icc a b, V x < 2 * c ^ 2 := fun x hx => by linarith [hV0 x hx]
  have hf1 : ContDiff ℝ 1 f := hf.of_le (by norm_num)
  constructor
  · rw [zora_weak_form hab hV hf1 hf hlt hfa hfb]
    refine intervalIntegral.integral_nonneg hab fun x hx => ?_
    exact mul_nonneg (div_nonneg hc2.le (by linarith [hlt x hx])) (mul_self_nonneg _)
  · -- the correction has a nonpositive integrand
    have h : 0 ≤ ∫ x in a..b, -(zoraWeight c (V x) * (deriv f x * deriv f x)) := by
      refine intervalIntegral.integral_nonneg hab fun x hx => ?_
      exact neg_nonneg.2 (mul_nonpos_of_nonpos_of_nonneg
        (zoraWeight_bounds hc (hV0 x hx)).2.1 (mul_self_nonneg _))
    rw [intervalIntegral.integral_neg] at h
    rw [zora_kinetic_splitting hab hV hf1 hf hlt hfa hfb]
    simp only [pow_two]
    linarith

end

end ZoraKineticSplitting
```

```lean
#print axioms ZoraKineticSplitting.zoraWeight_lower_bound_sharp
#print axioms ZoraKineticSplitting.zora_kinetic_splitting
#print axioms ZoraKineticSplitting.zora_correction_bound
#print axioms ZoraKineticSplitting.zora_energy_le_nonrelativistic
```

```
'ZoraKineticSplitting.zoraWeight_lower_bound_sharp' depends on axioms: [propext, Classical.choice, Quot.sound]
'ZoraKineticSplitting.zora_kinetic_splitting' depends on axioms: [propext, Classical.choice, Quot.sound]
'ZoraKineticSplitting.zora_correction_bound' depends on axioms: [propext, Classical.choice, Quot.sound]
'ZoraKineticSplitting.zora_energy_le_nonrelativistic' depends on axioms: [propext, Classical.choice, Quot.sound]
```

## The operator and its matrix elements

In atomic units, an orbital $g$ in a potential $V$ has the ZORA kinetic term $-(Kg')'$ with

$$K=\frac{c^2}{2c^2-V}.$$

As $c\to\infty$ with $V$ and $g$ fixed and smooth, the factor tends to $1/2$ and the term to $-g''/2$ at each point. Many texts write $K$ for twice this quantity and put the $1/2$ in front.

In the code, `zoraK` and `zoraWeight` are functions of the local potential value `v`, `zoraFlux` is $Kg'$, and `zoraKinetic` is minus the derivative of that flux. Matrix elements are integrals over $[a,b]$ with $a\le b$. The main theorem, `zora_kinetic_splitting`, says that

$$-\int_a^b f\,(Kg')'\,dx=\frac12\int_a^b f'g'\,dx+\int_a^b w\,f'g'\,dx,\qquad w=\frac{V}{4c^2-2V}.$$

Here $V$ and $f$ are $C^1$ and $g$ is $C^2$ on the whole real line, $V<2c^2$ on $[a,b]$, and $f(a)=f(b)=0$. The function $g$ need not vanish at the ends. The condition $V<2c^2$ keeps the denominator of $K$ positive; an attractive potential, $V\le 0$, satisfies it whenever $c\ne0$.

All functions are real, and one dimension has no spin-orbit term. The step to a molecule, with three dimensions and Coulomb singularities at the nuclei, is left open by these hypotheses.

## Why the correction has a bounded weight

Subtracting the nonrelativistic factor gives

$$K-\frac12=\frac{2c^2-(2c^2-V)}{2(2c^2-V)}=\frac{V}{4c^2-2V}=w.$$

Let $c\neq0$ and $V\le0$. The denominator $4c^2-2V$ is at least $4c^2$, so $w\le0$ and $|w|\le|V|/(4c^2)$. Since $K>0$, also $w=K-\frac12>-\frac12$. Thus the weight is small where the potential is weak and stays bounded where it is deep.

The bound $-\frac12$ is the best possible. For $\varepsilon>0$ and $V=-c^2/\varepsilon$,

$$K=\frac{\varepsilon}{1+2\varepsilon}<\varepsilon,$$

so $w<-\frac12+\varepsilon$.

In Lean, `zoraK_eq_half_add_weight` clears the denominators and finishes with `ring`. The inequalities are `zoraWeight_bounds`, and `zoraWeight_lower_bound_sharp` uses the potential value just given.

## Integration by parts

Moving the derivative from the flux to $f$ gives

$$-\int_a^b f\,(Kg')'\,dx=-\bigl[f\,Kg'\bigr]_a^b+\int_a^b K f'g'\,dx=\int_a^b K f'g'\,dx,$$

because $f$ vanishes at both ends. Inserting $K=\frac12+w$ and separating the integral gives the splitting. The Gaussian $e^{-\alpha x^2}$ with $\alpha>0$ has no zeros, so the theorem does not cover it as the left function $f$, though it may serve as $g$. For Gaussian $f$ and $g$, $c\ne0$ and $V\le0$, the boundary term tends to zero as the interval grows to the whole line.

The first step is `zora_weak_form`. It shows that the flux is $C^1$ on the open set where $V<2c^2$. This set contains $[a,b]$, so the derivative of the flux exists there and is integrable, as Mathlib's integration by parts requires. The second step is `zora_kinetic_splitting`, where `correction_integrable` justifies splitting the integral of the sum.

## Size and sign of the relativistic change

If $c\ne0$ and $-M\le V\le0$ on $[a,b]$, then $|w|\le M/(4c^2)$ and

$$\left|\int_a^b w\,f'g'\,dx\right|\le\frac{M}{4c^2}\int_a^b|f'g'|\,dx.$$

If $f$ vanishes at both ends, the integral on the left is the difference between the ZORA and the nonrelativistic matrix element, and `zora_correction_bound` states the bound for this difference. The proof takes the absolute value inside the integral and then compares the integrands point by point.

For $f=g$, with $f$ of class $C^2$ and zero at both ends, $c\ne0$ and $V\le0$, the weak form has the integrand $K f'^2\ge0$ and the correction has the integrand $w f'^2\le0$. Hence

$$0\le-\int_a^b f\,(Kf')'\,dx\le\frac12\int_a^b f'^2\,dx,$$

which is `zora_energy_le_nonrelativistic`. The function $f$ need not be normalised; for an orbital normalised on $[a,b]$, the middle term is the expectation value of the ZORA kinetic operator and the right-hand side is that of the nonrelativistic one. Both are taken with the same $f$, so the inequality does not compare orbitals optimised separately in the two theories.

For scalar-relativistic electronic structure, this one-dimensional model with a smooth potential shows how a program can keep analytic nonrelativistic kinetic integrals and leave only the correction to a grid. The theorems concern the exact integrals and give no estimate of the grid error.
